# The open chain with hopping √(j(N−j)) on bond (j, j+1) and zero on-site energy has exactly the energies N−1−2k, k = 0, …, N−1

One particle lives on N sites. Lean counts them by an index m = 0, …, N−1, so index m is site m+1. Energies are in units of the hopping scale J, and ħ = 1. Write

h(m) = √(m(N−m))

for `hop N m`, which joins indices m−1 and m. The Hamiltonian H is the real matrix `chain N`, with these entries next to the diagonal and zeros elsewhere.

```lean
import Mathlib

open Polynomial
open scoped Matrix

namespace StateTransferChain

noncomputable section

/-- The number `√(j (N - j))` for `j ≤ N`; for `1 ≤ j < N` it is the hopping amplitude on the bond
between sites `j` and `j + 1`. -/
def hop (N j : ℕ) : ℝ := Real.sqrt ((j : ℝ) * ((N : ℝ) - j))

/-- Hamiltonian of the open chain with zero on-site energy; index `i` stands for site `i + 1`. -/
def chain (N : ℕ) : Matrix (Fin N) (Fin N) ℝ := Matrix.of fun i j =>
  if (j : ℕ) = i + 1 then hop N (i + 1) else if (i : ℕ) = j + 1 then hop N (j + 1) else 0
```

For each k < N, let p(m) be the coefficient of xᵐ in

P(x) = (1+x)ᵃ(1−x)ᵏ, a = N−1−k,

and let w(m) = √(m!(N−1−m)!). The candidate stationary state `amp N k` is v(m) = w(m)p(m), with energy E = N−1−2k. It is in general not normalised: for N = 3 the normalised states are (1/2, 1/√2, 1/2), (1, 0, −1)/√2 and (1/2, −1/√2, 1/2), with energies 2, 0, −2.

```lean
/-- The energy `N - 1 - 2k`. -/
def energy (N k : ℕ) : ℝ := (N : ℝ) - 1 - 2 * k

/-- The generating polynomial `(1 + X)^a (1 - X)^b`. -/
def mode (a b : ℕ) : ℝ[X] := (1 + X) ^ a * (1 - X) ^ b

/-- The weight `√(m! (N - 1 - m)!)` of index `m < N`. -/
def weight (N m : ℕ) : ℝ :=
  Real.sqrt ((Nat.factorial m : ℝ) * (Nat.factorial (N - 1 - m) : ℝ))

/-- Unnormalised amplitude at index `m` of the state number `k`, for `k, m < N`. -/
def amp (N k m : ℕ) : ℝ := weight N m * (mode (N - 1 - k) k).coeff m

/-- The coefficients of `p` vanish above `d` and are reproduced, up to the factor `s`,
when the order of the indices `0, ..., d` is reversed. -/
def IsMirror (p : ℝ[X]) (d : ℕ) (s : ℝ) : Prop :=
  (∀ m, d < m → p.coeff m = 0) ∧ ∀ i j, i + j = d → p.coeff i = s * p.coeff j

/-- A wave packet: a superposition of the states `amp N k` with phases `exp (-i E t)`. -/
def packet (N : ℕ) (c : Fin N → ℂ) (t : ℝ) (m : Fin N) : ℂ :=
  ∑ k : Fin N, c k * Complex.exp (-(Complex.I * (energy N k : ℂ)) * (t : ℂ)) * (amp N k m : ℂ)
```

## Hopping that follows √(j(N−j))

Physically, the couplings are engineered to equal the nonzero matrix elements of 2Sₓ for a spin (N−1)/2. For N ≥ 4 they are weaker at the ends than in the middle. With uniform hopping, the levels are not equally spaced once N ≥ 4.

By hand, differentiating P gives

(1−x²)P′ = [(a−k) − (a+k)x]P.

Since a+k = N−1, comparing coefficients of xᵐ gives, with p(−1) = 0,

(m+1)p(m+1) + (N−m)p(m−1) = E p(m).

`mode_recurrence` proves this without division. It differentiates the two powers by induction, combines them into `ode`, and reads off coefficients; its index m is shifted by one after the first step.

```lean
/-- Three-term recurrence for the coefficients of `(1 + X)^a (1 - X)^b`, with its first step. -/
theorem mode_recurrence (a b : ℕ) :
    (mode a b).coeff 1 = ((a : ℝ) - b) * (mode a b).coeff 0 ∧
    ∀ m : ℕ, ((m : ℝ) + 2) * (mode a b).coeff (m + 1 + 1)
      + ((a : ℝ) + b - m) * (mode a b).coeff m = ((a : ℝ) - b) * (mode a b).coeff (m + 1) := by
  have hA : ∀ a : ℕ, (1 + X) * derivative ((1 + X : ℝ[X]) ^ a) = C (a : ℝ) * (1 + X) ^ a := by
    intro a
    induction a with
    | zero => simp
    | succ a ih =>
      have d : derivative (1 + X : ℝ[X]) = 1 := by simp
      rw [pow_succ, derivative_mul, d, Nat.cast_succ, C_add, C_1]
      linear_combination (1 + X) * ih
  have hB : ∀ b : ℕ, (1 - X) * derivative ((1 - X : ℝ[X]) ^ b) = -(C (b : ℝ) * (1 - X) ^ b) := by
    intro b
    induction b with
    | zero => simp
    | succ b ih =>
      have d : derivative (1 - X : ℝ[X]) = -1 := by simp
      rw [pow_succ, derivative_mul, d, Nat.cast_succ, C_add, C_1]
      linear_combination (1 - X) * ih
  -- the differential equation of the generating polynomial
  have ode : derivative (mode a b) + C ((a : ℝ) + b) * (X * mode a b)
      - X * (X * derivative (mode a b)) = C ((a : ℝ) - b) * mode a b := by
    rw [mode, derivative_mul, C_add, C_sub]
    linear_combination (1 - X) * (1 - X) ^ b * hA a + (1 + X) * (1 + X) ^ a * hB b
  have hX : ∀ (p : ℝ[X]) (m : ℕ), (X * derivative p).coeff m = m * p.coeff m := by
    intro p m
    cases m with
    | zero => simp
    | succ m =>
      rw [coeff_X_mul, coeff_derivative]
      push_cast
      ring
  constructor
  · have h := congrArg (fun p => p.coeff 0) ode
    simp only [coeff_sub, coeff_add, mul_coeff_zero, coeff_X_zero, coeff_C_zero,
      coeff_derivative, zero_add, Nat.cast_zero] at h
    linear_combination h
  · intro m
    have h := congrArg (fun p => p.coeff (m + 1)) ode
    simp only [coeff_sub, coeff_add, coeff_C_mul, coeff_X_mul, hX, coeff_derivative] at h
    push_cast at h
    linear_combination h
```

Reversing the coefficients of P gives

xᴺ⁻¹P(1/x) = (1+x)ᵃ(x−1)ᵏ = (−1)ᵏP(x),

so p(N−1−m) = (−1)ᵏp(m). Lean reaches the same sign by multiplying in one factor 1±x at a time, and also records that coefficients above the degree vanish.

```lean
/-- Multiplication by `1 + e X` with `e² = 1` preserves mirror symmetry and multiplies
the sign by `e`. -/
theorem IsMirror.step {p : ℝ[X]} {d : ℕ} {s : ℝ} (h : IsMirror p d s) (e : ℝ) (he : e * e = 1) :
    IsMirror (p * (1 + C e * X)) (d + 1) (s * e) := by
  obtain ⟨hv, hs⟩ := h
  have hp : p * (1 + C e * X) = p + C e * (p * X) := by ring
  have h0 : (p * (1 + C e * X)).coeff 0 = p.coeff 0 := by rw [hp]; simp
  have h1 : ∀ m, (p * (1 + C e * X)).coeff (m + 1) = p.coeff (m + 1) + e * p.coeff m := by
    intro m
    rw [hp, coeff_add, coeff_C_mul, coeff_mul_X]
  constructor
  · intro m hm
    obtain ⟨r, rfl⟩ : ∃ r, m = r + 1 := ⟨m - 1, by omega⟩
    rw [h1, hv (r + 1) (by omega), hv r (by omega)]
    ring
  · intro i j hij
    rcases i with _ | i <;> rcases j with _ | j
    · omega
    · rw [h0, h1]
      linear_combination hs 0 j (by omega) - s * p.coeff j * he - s * e * hv (j + 1) (by omega)
    · rw [h0, h1]
      linear_combination hv (i + 1) (by omega) + e * hs i 0 (by omega)
    · rw [h1, h1]
      linear_combination hs (i + 1) j (by omega) + e * hs i (j + 1) (by omega)
        - s * p.coeff j * he

/-- The coefficients of `(1 + X)^a (1 - X)^b` have mirror sign `(-1)^b`. -/
theorem mode_mirror (a b : ℕ) : IsMirror (mode a b) (a + b) ((-1) ^ b) := by
  induction b with
  | zero =>
    have hA : IsMirror (mode a 0) a 1 := by
      induction a with
      | zero =>
        constructor
        · intro m hm
          have : m ≠ 0 := by omega
          simp [mode, coeff_one, this]
        · intro i j hij
          have hi : i = 0 := by omega
          have hj : j = 0 := by omega
          rw [hi, hj, one_mul]
      | succ a ih =>
        have e : mode (a + 1) 0 = mode a 0 * (1 + C 1 * X) := by
          simp only [mode, C_1]
          ring
        have h := ih.step 1 (by norm_num)
        rw [e]
        rwa [one_mul (1 : ℝ)] at h
    rw [pow_zero]
    exact hA
  | succ b ih =>
    have e : mode a (b + 1) = mode a b * (1 + C (-1) * X) := by
      simp only [mode, C_neg, C_1]
      ring
    rw [e, pow_succ]
    exact ih.step (-1) (by norm_num)
```

The hopping law enters through the weights. Inserting the factorials under the square roots gives

h(m+1)w(m+1) = (m+1)w(m),
h(m)w(m−1) = (N−m)w(m).

Multiplying the recurrence by w(m) therefore makes it symmetric:

h(m+1)v(m+1) + h(m)v(m−1) = E v(m).

`hop_weight` proves both identities on each bond, the second with m replaced by m+1.

```lean
/-- On each bond the hopping amplitude converts the weights of the two sites into each other, up to
the factors `m + 1` and `N - 1 - m`. -/
theorem hop_weight {N m : ℕ} (h : m + 1 < N) :
    hop N (m + 1) * weight N (m + 1) = ((m : ℝ) + 1) * weight N m ∧
    hop N (m + 1) * weight N m = ((N : ℝ) - 1 - m) * weight N (m + 1) := by
  obtain ⟨r, rfl⟩ : ∃ r, N = m + r + 2 := ⟨N - m - 2, by omega⟩
  have e1 : m + r + 2 - 1 - (m + 1) = r := by omega
  have e2 : m + r + 2 - 1 - m = r + 1 := by omega
  have hh : hop (m + r + 2) (m + 1) = Real.sqrt (((m : ℝ) + 1) * ((r : ℝ) + 1)) := by
    unfold hop
    congr 1
    push_cast
    ring
  have e3 : ((m + r + 2 : ℕ) : ℝ) - 1 - m = (r : ℝ) + 1 := by
    push_cast
    ring
  rw [hh, e3]
  unfold weight
  rw [e1, e2, Nat.factorial_succ, Nat.factorial_succ]
  push_cast
  constructor
  · rw [← Real.sqrt_mul (by positivity),
      show ((m : ℝ) + 1) * (r + 1) * ((m + 1) * (Nat.factorial m : ℝ) * (Nat.factorial r : ℝ))
        = ((m : ℝ) + 1) ^ 2 * ((Nat.factorial m : ℝ) * ((r + 1) * (Nat.factorial r : ℝ))) by ring,
      Real.sqrt_mul (sq_nonneg _), Real.sqrt_sq (by positivity)]
  · rw [← Real.sqrt_mul (by positivity),
      show ((m : ℝ) + 1) * (r + 1) * ((Nat.factorial m : ℝ) * ((r + 1) * (Nat.factorial r : ℝ)))
        = ((r : ℝ) + 1) ^ 2 * ((m + 1) * (Nat.factorial m : ℝ) * (Nat.factorial r : ℝ)) by ring,
      Real.sqrt_mul (sq_nonneg _), Real.sqrt_sq (by positivity)]
```

## Open ends and zero on-site energy

No extra bond closes the chain into a ring, and every on-site energy is zero. By hand, the left end works because h(0) = 0, and the right end because P has degree N−1, so p(N) = 0. No diagonal term appears in the symmetric equation.

Without these conditions the spectrum changes. On-site energies ε(m) add Σε(m)² to Tr H², the sum of the squared energies, and a bond g closing the chain into a ring (N ≥ 3) adds 2g².

`chain_mulVec` reduces the matrix product to the two neighbours, including at the ends. `amp_eigen` then combines the recurrence with the weights, treating the first and last sites separately.

```lean
/-- The Hamiltonian couples each site to its neighbours only; at an end of the chain the term of the
missing neighbour has zero hopping. -/
theorem chain_mulVec (N : ℕ) (f : ℕ → ℝ) (m : Fin N) :
    (chain N *ᵥ fun j : Fin N => f j) m
      = hop N (m + 1) * f (m + 1) + hop N m * f (m - 1) := by
  obtain ⟨m, hm⟩ := m
  have hz : hop N 0 = 0 := by simp [hop]
  have key : ∀ j : ℕ,
      (if j = m + 1 then hop N (m + 1) else if m = j + 1 then hop N (j + 1) else 0) * f j
      = (if j = m + 1 then hop N (m + 1) * f (m + 1) else 0)
        + (if j = m - 1 then hop N m * f (m - 1) else 0) := by
    intro j
    by_cases h1 : j = m + 1
    · have h2 : j ≠ m - 1 := by omega
      rw [if_pos h1, if_pos h1, if_neg h2, h1, add_zero]
    · rw [if_neg h1, if_neg h1]
      by_cases h2 : m = j + 1
      · have h3 : j = m - 1 := by omega
        rw [if_pos h2, if_pos h3, ← h2, ← h3, zero_add]
      · by_cases h3 : j = m - 1
        · have h0 : m = 0 := by omega
          rw [if_neg h2, if_pos h3, h0, hz]
          ring
        · rw [if_neg h2, if_neg h3]
          ring
  change ∑ j : Fin N, (if (j : ℕ) = m + 1 then hop N (m + 1)
    else if m = (j : ℕ) + 1 then hop N (j + 1) else 0) * f j = _
  simp only [key]
  rw [Fin.sum_univ_eq_sum_range (fun j : ℕ => (if j = m + 1 then hop N (m + 1) * f (m + 1) else 0)
    + (if j = m - 1 then hop N m * f (m - 1) else 0)) N, Finset.sum_add_distrib,
    Finset.sum_ite_eq', Finset.sum_ite_eq', if_pos (Finset.mem_range.mpr (by omega : m - 1 < N))]
  by_cases h : m + 1 < N
  · rw [if_pos (Finset.mem_range.mpr h)]
  · have hN : N = m + 1 := by omega
    have hl : hop N (m + 1) = 0 := by simp [hop, hN]
    simp [hl]

/-- For `k < N` the amplitudes `amp N k` form a nonzero eigenvector with energy `N - 1 - 2k`. -/
theorem amp_eigen {N k : ℕ} (hk : k < N) :
    (fun m : Fin N => amp N k m) ≠ 0 ∧
    chain N *ᵥ (fun m : Fin N => amp N k m) = energy N k • fun m : Fin N => amp N k m := by
  constructor
  · intro h
    have h0 : amp N k 0 = 0 := congrFun h ⟨0, by omega⟩
    have hc : (mode (N - 1 - k) k).coeff 0 = 1 := by
      rw [coeff_zero_eq_eval_zero]
      simp [mode]
    have hw : 0 < weight N 0 := by
      unfold weight
      positivity
    rw [amp, hc, mul_one] at h0
    exact hw.ne' h0
  · funext m
    rw [chain_mulVec N (amp N k) m]
    obtain ⟨i, hi⟩ := m
    change hop N (i + 1) * amp N k (i + 1) + hop N i * amp N k (i - 1) = energy N k * amp N k i
    obtain ⟨a, ha⟩ : ∃ a, a = N - 1 - k := ⟨_, rfl⟩
    have hN : (N : ℝ) = a + k + 1 := by
      have : N = a + k + 1 := by omega
      exact_mod_cast this
    simp only [amp, energy, ← ha]
    -- the right neighbour; beyond the last site the coefficient vanishes
    have up : hop N (i + 1) * (weight N (i + 1) * (mode a k).coeff (i + 1))
        = ((i : ℝ) + 1) * weight N i * (mode a k).coeff (i + 1) := by
      by_cases h : i + 1 < N
      · linear_combination (mode a k).coeff (i + 1) * (hop_weight h).1
      · rw [(mode_mirror a k).1 (i + 1) (by omega)]
        ring
    rw [up, hN]
    cases i with
    | zero =>
      have hz : hop N 0 = 0 := by simp [hop]
      rw [hz]
      simp only [Nat.cast_zero, zero_add]
      linear_combination weight N 0 * (mode_recurrence a k).1
    | succ i =>
      have down := (hop_weight hi).2
      rw [hN] at down
      rw [Nat.add_sub_cancel]
      push_cast
      linear_combination (mode a k).coeff i * down + weight N (i + 1) * (mode_recurrence a k).2 i
```

## A nonzero state and k < N

An eigenvector must be a possible state, hence nonzero; the zero vector satisfies Hv = μv for every number μ. Here v(0) = w(0) = √((N−1)!) > 0. The bound k < N keeps a ≥ 0; k = N would list −N−1, which is not a level.

The N energies are distinct. A further eigenvalue would supply N+1 linearly independent vectors in dimension N, which is impossible. In Lean, `Option (Fin N)` labels these N+1 vectors.

`chain_spectrum` says that a real μ has a nonzero real eigenvector exactly when μ = N−1−2k for some natural k < N. Restricting to real numbers loses nothing, since the matrix is symmetric.

```lean
/-- The eigenvalues of the state-transfer chain on `N` sites are exactly the numbers
`N - 1 - 2k` with `k = 0, ..., N - 1`. -/
theorem chain_spectrum (N : ℕ) (μ : ℝ) :
    (∃ v : Fin N → ℝ, v ≠ 0 ∧ chain N *ᵥ v = μ • v) ↔
      ∃ k : ℕ, k < N ∧ μ = (N : ℝ) - 1 - 2 * k := by
  constructor
  · rintro ⟨v, hv, hμ⟩
    by_contra hne
    -- a further eigenvalue would give `N + 1` independent vectors in dimension `N`
    let E : Option (Fin N) → ℝ := fun o => o.elim μ fun k => energy N k
    let V : Option (Fin N) → Fin N → ℝ := fun o => o.elim v fun k m => amp N k m
    have hE : Function.Injective E := by
      rintro (_ | k) (_ | l) h
      · rfl
      · exact absurd ⟨l, l.isLt, h⟩ hne
      · exact absurd ⟨k, k.isLt, h.symm⟩ hne
      · change (N : ℝ) - 1 - 2 * (k : ℕ) = (N : ℝ) - 1 - 2 * (l : ℕ) at h
        have hkl : ((k : ℕ) : ℝ) = (l : ℕ) := by linarith
        exact congrArg some (Fin.ext (by exact_mod_cast hkl))
    have hV : ∀ o, Module.End.HasEigenvector (Matrix.toLin' (chain N)) (E o) (V o) := by
      rintro (_ | k)
      · exact ⟨Module.End.mem_eigenspace_iff.mpr (by rw [Matrix.toLin'_apply]; exact hμ), hv⟩
      · exact ⟨Module.End.mem_eigenspace_iff.mpr
          (by rw [Matrix.toLin'_apply]; exact (amp_eigen k.isLt).2), (amp_eigen k.isLt).1⟩
    have hcard := (Module.End.eigenvectors_linearIndependent' _ E hE V hV).fintype_card_le_finrank
    rw [Fintype.card_option, Fintype.card_fin, Module.finrank_fin_fun] at hcard
    omega
  · rintro ⟨k, hk, rfl⟩
    exact ⟨_, (amp_eigen hk).1, (amp_eigen hk).2⟩
```

In a numerical test, fill the off-diagonals with √(j(N−j)), diagonalise, and compare with −(N−1), −(N−3), …, N−1. A code that gives every hopping amplitude a minus sign obtains the same list.

## Free evolution for a time π/2

A packet is a finite superposition of the stationary states with phases exp(−iEt), evolving without noise or interactions. Every initial state is of this form: the N stationary states have distinct energies, so they are linearly independent and span the N-dimensional space. This last remark is made by hand; the Lean theorems below speak of packets. Differentiation brings down −iE, and Hv = Ev turns this into −iH; `packet_schrodinger` does the same term by term.

```lean
/-- Every wave packet obeys the Schrödinger equation `dψ/dt = -i H ψ` of the chain. -/
theorem packet_schrodinger (N : ℕ) (c : Fin N → ℂ) (t : ℝ) (m : Fin N) :
    HasDerivAt (fun s => packet N c s m)
      (-Complex.I * ∑ j, (chain N m j : ℂ) * packet N c t j) t := by
  have key : ∀ k : Fin N, ∑ j : Fin N, (chain N m j : ℂ) * (amp N k j : ℂ)
      = (energy N k : ℂ) * (amp N k m : ℂ) := by
    intro k
    have h : ∑ j : Fin N, chain N m j * amp N k j = energy N k * amp N k m :=
      congrFun (amp_eigen k.isLt).2 m
    exact_mod_cast h
  have phase : ∀ z : ℂ, HasDerivAt (fun s : ℝ => z * (s : ℂ)) z t := fun z =>
    ((hasDerivAt_id t).ofReal_comp.const_mul z).congr_deriv (by simp)
  unfold packet
  refine (HasDerivAt.fun_sum fun (k : Fin N) (_ : k ∈ Finset.univ) =>
    (((phase (-(Complex.I * (energy N k : ℂ)))).cexp.const_mul (c k)).mul_const
      (amp N k m : ℂ))).congr_deriv ?_
  simp only [Finset.mul_sum]
  rw [Finset.sum_comm]
  refine Finset.sum_congr rfl fun k _ => ?_
  generalize Complex.exp (-(Complex.I * (energy N k : ℂ)) * (t : ℂ)) = z
  calc c k * (z * -(Complex.I * (energy N k : ℂ))) * (amp N k m : ℂ)
      = -Complex.I * (c k * z) * ((energy N k : ℂ) * (amp N k m : ℂ)) := by ring
    _ = ∑ j : Fin N, -Complex.I * ((chain N m j : ℂ) * (c k * z * (amp N k j : ℂ))) := by
      rw [← key k, Finset.mul_sum]
      exact Finset.sum_congr rfl fun j _ => by ring
```

At t = π/2,

exp(−iEπ/2) = (−i)ᴺ⁻¹(−1)ᵏ.

The factor (−1)ᵏ is the reflection sign of v, because w(N−1−m) = w(m). Summing over k gives, for the amplitude ψ(m, t) of the packet at index m,

ψ(m, π/2) = (−i)ᴺ⁻¹ψ(N−1−m, 0).

In `perfect_transfer`, `mirror` supplies the reflection sign and `e` splits the exponent. At t = π instead, every phase is (−1)ᴺ⁻¹ and the packet is back where it began. With units restored, the transfer time is πħ/(2J).

On this ideally tuned finite chain, a single particle placed on one end site is thus carried to the other end site, up to a phase, by free evolution alone. A propagation code can be tested on it: exp(−iHπ/2) should have (−i)ᴺ⁻¹ along the antidiagonal and zeros elsewhere.

```lean
/-- At time `π/2` every wave packet is the mirror image of the initial one, up to the global phase
`(-i)^(N-1)`. -/
theorem perfect_transfer (N : ℕ) (c : Fin N → ℂ) (m : Fin N) :
    packet N c (Real.pi / 2) m = (-Complex.I) ^ (N - 1) * packet N c 0 (Fin.rev m) := by
  have hm := m.isLt
  unfold packet
  rw [Finset.mul_sum]
  refine Finset.sum_congr rfl fun k _ => ?_
  have hk := k.isLt
  -- reflection multiplies the amplitudes by `(-1)^k`
  have mirror : amp N k (Fin.rev m) = (-1) ^ (k : ℕ) * amp N k m := by
    have h1 : N - 1 - (N - ((m : ℕ) + 1)) = m := by omega
    have h2 : N - 1 - (m : ℕ) = N - ((m : ℕ) + 1) := by omega
    have hw : weight N (N - ((m : ℕ) + 1)) = weight N m := by
      unfold weight
      rw [h1, h2, mul_comm]
    rw [Fin.val_rev, amp, amp, hw,
      (mode_mirror (N - 1 - k) k).2 (N - ((m : ℕ) + 1)) m (by omega)]
    ring
  -- the phases at time `π/2` carry the same signs
  have hI : Complex.exp (-((Real.pi : ℂ) / 2 * Complex.I)) = -Complex.I := by
    rw [Complex.exp_neg, Complex.exp_mul_I, Complex.cos_pi_div_two, Complex.sin_pi_div_two]
    simp
  have hN : ((N - 1 : ℕ) : ℂ) = (N : ℂ) - 1 := by
    rw [Nat.cast_sub (by omega), Nat.cast_one]
  have e : -(Complex.I * (energy N k : ℂ)) * ((Real.pi / 2 : ℝ) : ℂ)
      = ((N - 1 : ℕ) : ℂ) * (-((Real.pi : ℂ) / 2 * Complex.I))
        + ((k : ℕ) : ℂ) * ((Real.pi : ℂ) * Complex.I) := by
    rw [hN, energy]
    push_cast
    ring
  have h0 : Complex.exp (-(Complex.I * (energy N k : ℂ)) * ((0 : ℝ) : ℂ)) = 1 := by simp
  rw [e, Complex.exp_add, Complex.exp_nat_mul, Complex.exp_nat_mul, Complex.exp_pi_mul_I, hI,
    h0, mirror]
  push_cast
  ring

end

end StateTransferChain
```

```lean
#print axioms StateTransferChain.chain_mulVec
#print axioms StateTransferChain.chain_spectrum
#print axioms StateTransferChain.packet_schrodinger
#print axioms StateTransferChain.perfect_transfer
```

```
'StateTransferChain.chain_mulVec' depends on axioms: [propext, Classical.choice, Quot.sound]
'StateTransferChain.chain_spectrum' depends on axioms: [propext, Classical.choice, Quot.sound]
'StateTransferChain.packet_schrodinger' depends on axioms: [propext, Classical.choice, Quot.sound]
'StateTransferChain.perfect_transfer' depends on axioms: [propext, Classical.choice, Quot.sound]
```
